# On a complete metric space, an iteration with memory converges if its Lipschitz weights sum to less than one

I am iterating a self-consistent field calculation in which the next density is built from the outputs of the last few iterations, combined with fixed coefficients. If I used only the latest density and the map were a contraction, the error would shrink at every step. With memory it need not: the latest density may be nearly right, and an older, worse one can push the next density away again. Does such a scheme still converge from every start, and to the same solution? And what happens if each step is itself solved only to a finite tolerance?

## Yes, if the response is weak enough: a factor $S$ for every $k$ steps

It converges from every start if the update responds weakly enough to its whole history. Let $X$ be a nonempty complete metric space with distance $d$, and let $G$ compute the next iterate from the $k\ge 1$ previous ones, oldest first:

$$x_{n+k}=G(x_n,\dots,x_{n+k-1}).$$

Suppose there are weights $c_j\ge 0$, $j=0,\dots,k-1$, with

$$d(G(u),G(v))\le\sum_j c_j\,d(u_j,v_j),\qquad S=\sum_j c_j<1.$$

The weight $c_j$ bounds how strongly the output responds to a change in entry $j$ of the history. A self-consistent point is a $p$ with $G(p,\dots,p)=p$.

**Existence.** Put $g(x)=G(x,\dots,x)$. The bound gives $d(g(x),g(y))\le S\,d(x,y)$, so $g$ is an ordinary contraction, and Banach's theorem supplies a $p$ with $g(p)=p$.

**Uniqueness.** For any trial point $x$,

$$d(x,p)\le d(x,g(x))+d(g(x),g(p))\le d(x,g(x))+S\,d(x,p),$$

hence $d(x,p)\le d(x,g(x))/(1-S)$. The residual $d(x,g(x))$, divided by $1-S$, therefore bounds the true error. A second self-consistent point has residual zero, so it equals $p$.

**Error along the iteration.** Let each update be evaluated only to accuracy $\varepsilon$, and write $e_n=d(x_n,p)$. The triangle inequality and the bound on $G$, applied with $v=(p,\dots,p)$, give

$$e_{m+k}\le\varepsilon+\sum_j c_j\,e_{m+j}.$$

If the first $k$ errors are at most $M$, then for all $n$

$$e_n\le M\,S^{\lfloor n/k\rfloor}+\frac{\varepsilon}{1-S}.$$

For $n<k$ the power is $S^0=1$ and the claim is clear. For $n=m+k$, assume the bound at all earlier steps. Each history entry has $\lfloor (m+j)/k\rfloor\ge\lfloor m/k\rfloor$, and $0\le S<1$, so every $e_{m+j}$ is at most $B=M S^{\lfloor m/k\rfloor}+\varepsilon/(1-S)$. Then

$$e_{m+k}\le\varepsilon+S B=M S^{\lfloor m/k\rfloor+1}+\frac{\varepsilon}{1-S},$$

and $\lfloor m/k\rfloor+1=\lfloor (m+k)/k\rfloor$.

Your worry is thus justified for single steps, but the bound still gains a factor $S$ in its first term whenever the whole history has been replaced. With $\varepsilon=0$ it tends to zero, and the iteration converges. With $\varepsilon>0$ it keeps the iterates, in the long run, within about $\varepsilon/(1-S)$ of $p$.

## Fixed mixing coefficients, including negative ones

In your scheme $F$ maps an input density to an output density, both taken as elements of a complete real normed space, and

$$x_{n+k}=\sum_j w_j\,F(x_{n+j}),\qquad \sum_j w_j=1.$$

Let $F$ have Lipschitz constant $L$, which measures how strongly the output density responds to the input density. Then

$$\Big\|\sum_j w_j\,(F(u_j)-F(v_j))\Big\|\le\sum_j L|w_j|\,\|u_j-v_j\|,$$

so $c_j=L|w_j|$, and the condition is $L\sum_j|w_j|<1$. Because the coefficients sum to one, $G(p,\dots,p)=F(p)$, and the limit is the fixed point of $F$ itself. For example, the extrapolation $w=(-\tfrac12,\tfrac32)$ has $\sum_j|w_j|=2$ and is covered when $L<\tfrac12$.

Since $\sum_j|w_j|\ge 1$, the condition forces $L<1$, so plain iteration of $F$ would converge too. The result says that memory doesn't destroy convergence in this regime, though it can slow it down; it doesn't say that memory speeds up convergence or rescues a divergent calculation.

In the general theorem, $S=1$ is not enough. Take $G(a,b)=(a-b)/2$ on the real line, with $c_0=c_1=\tfrac12$. Its only self-consistent point is $0$, yet the sequence $1,-1,1,-1,\dots$ obeys the recursion and never settles. This $G$ is not of the mixing form, but the extrapolation above can fail in the same way at $L=\tfrac12$: with $F(x)=-x/2$, the same sequence obeys its recursion.

## Histories, runs and weights in Lean

A history is a function `Fin k → X`, with entry `0` the oldest. `IsRun G x` is the recursion, and `IsHistoryContraction G c` collects the three conditions on the weights; both names are coined here. `historyOrbit` builds the iterates from a given starting history, and `historyOrbit_spec` confirms that they begin with that history and form a run, so "every run" does include every start.

- `history_iteration_converges` states that, for a history contraction with `0 < k` on a nonempty complete metric space, there is a self-consistent `p`, any other such point equals it, and every run tends to `p`.
- `error_le_of_inexact` is the bound with tolerance `ε`. It takes `p` as given and needs no completeness. The exponent `n / k` is division of natural numbers, which rounds down.
- `mixing_converges` treats fixed real coefficients `w` on a complete real normed space. The condition `0 < k` is absent because an empty sum can't equal one.
- `sum_lt_one_sharp` records the alternating example for $G(a,b)=(a-b)/2$.

For electronic structure, this gives a convergence guarantee for combining output densities with fixed coefficients, provided that the self-consistency map satisfies a Lipschitz bound with $L\sum_j|w_j|<1$ on the whole space. That bound is assumed, and establishing it for an actual Kohn–Sham or Hartree–Fock map is the step left to you. The map must also be defined on the whole space, because negative coefficients can produce iterates that are negative somewhere and so aren't physical densities. `mixing_converges` also doesn't treat schemes such as DIIS, which recompute the coefficients at each iteration, or damping (linear mixing), which combines input densities with outputs.

```lean
import Mathlib

open Filter Topology
open scoped NNReal

namespace HistoryDependentContraction

variable {X : Type*} {k : ℕ}

/-- The sequence `x` is a run of the update rule `G`: each new iterate is computed
from the `k` iterates before it. -/
def IsRun (G : (Fin k → X) → X) (x : ℕ → X) : Prop :=
  ∀ n, x (n + k) = G (fun j => x (n + j))

/-- The iterates generated by the update rule `G` from the starting history `u`. -/
def historyOrbit (G : (Fin k → X) → X) (u : Fin k → X) (n : ℕ) : X :=
  if h : n < k then u ⟨n, h⟩ else G (fun j => historyOrbit G u (n - k + j))
termination_by n
decreasing_by
  have := j.isLt
  omega

/-- The update rule `G` contracts histories: the distance of two outputs is at most a
weighted sum of the distances of the inputs, with nonnegative weights `c` of sum below one. -/
structure IsHistoryContraction [MetricSpace X] (G : (Fin k → X) → X) (c : Fin k → ℝ) :
    Prop where
  nonneg : ∀ j, 0 ≤ c j
  sum_lt_one : ∑ j, c j < 1
  dist_le : ∀ u v, dist (G u) (G v) ≤ ∑ j, c j * dist (u j) (v j)

/-- Every starting history is continued by a run of the update rule. -/
theorem historyOrbit_spec (G : (Fin k → X) → X) (u : Fin k → X) :
    (∀ j : Fin k, historyOrbit G u j = u j) ∧ IsRun G (historyOrbit G u) := by
  constructor
  · intro j
    rw [historyOrbit, dif_pos j.isLt]
  · intro n
    rw [historyOrbit, dif_neg (show ¬ n + k < k by omega)]
    simp only [Nat.add_sub_cancel]

section Metric

variable [MetricSpace X] {G : (Fin k → X) → X} {c : Fin k → ℝ}

/-- On constant histories a history contraction multiplies distances by at most the sum of its
weights. -/
theorem dist_diagonal_le (h : IsHistoryContraction G c) (x y : X) :
    dist (G fun _ => x) (G fun _ => y) ≤ (∑ j, c j) * dist x y := by
  rw [Finset.sum_mul]
  exact h.dist_le _ _

/-- For a history contraction, the distance of a trial point `x` from a self-consistent
point `p` is at most the residual of `x` divided by one minus the sum of the weights. -/
theorem dist_le_residual (h : IsHistoryContraction G c) {p : X}
    (hp : G (fun _ => p) = p) (x : X) :
    dist x p ≤ dist x (G fun _ => x) / (1 - ∑ j, c j) := by
  have hS : 0 < 1 - ∑ j, c j := by linarith [h.sum_lt_one]
  have h1 := dist_triangle x (G fun _ => x) p
  have h2 := dist_diagonal_le h x p
  rw [hp] at h2
  rw [le_div_iff₀ hS]
  nlinarith

/-- Let each update of a history contraction with `k ≥ 1` be evaluated to accuracy `ε`, and let the
first `k` errors, meaning distances from a self-consistent point `p`, be at most `M`. With `S` the
sum of the weights, the error at step `n` is at most `M * S ^ (n / k) + ε / (1 - S)`, where `n / k`
is rounded down. -/
theorem error_le_of_inexact (hk : 0 < k) (h : IsHistoryContraction G c) {p : X}
    (hp : G (fun _ => p) = p) {x : ℕ → X} {ε M : ℝ}
    (hx : ∀ n, dist (x (n + k)) (G fun j => x (n + j)) ≤ ε)
    (hM : ∀ i < k, dist (x i) p ≤ M) (n : ℕ) :
    dist (x n) p ≤ M * (∑ j, c j) ^ (n / k) + ε / (1 - ∑ j, c j) := by
  have hS0 : 0 ≤ ∑ j, c j := Finset.sum_nonneg fun j _ => h.nonneg j
  have hS1 : 0 < 1 - ∑ j, c j := by linarith [h.sum_lt_one]
  have hM0 : 0 ≤ M := dist_nonneg.trans (hM 0 hk)
  have hε : 0 ≤ ε := dist_nonneg.trans (hx 0)
  induction n using Nat.strong_induction_on with
  | _ n ih =>
    rcases lt_or_ge n k with hn | hn
    · rw [Nat.div_eq_of_lt hn, pow_zero, mul_one]
      have := div_nonneg hε hS1.le
      linarith [hM n hn]
    · obtain ⟨m, rfl⟩ := Nat.exists_eq_add_of_le' hn
      -- all errors in the current history obey the bound of its oldest member
      have hold : ∀ j : Fin k, dist (x (m + j)) p ≤
          M * (∑ j, c j) ^ (m / k) + ε / (1 - ∑ j, c j) := by
        intro j
        refine (ih (m + j) (by have := j.isLt; omega)).trans ?_
        have hpow : (∑ j, c j) ^ ((m + (j : ℕ)) / k) ≤ (∑ j, c j) ^ (m / k) :=
          pow_le_pow_of_le_one hS0 h.sum_lt_one.le
            (Nat.div_le_div_right (Nat.le_add_right _ _))
        have := mul_le_mul_of_nonneg_left hpow hM0
        linarith
      have hG : dist (G fun j => x (m + j)) p ≤ ∑ j, c j * dist (x (m + j)) p := by
        have := h.dist_le (fun j => x (m + j)) (fun _ => p)
        rwa [hp] at this
      have hsum : ∑ j, c j * dist (x (m + j)) p ≤
          (∑ j, c j) * (M * (∑ j, c j) ^ (m / k) + ε / (1 - ∑ j, c j)) := by
        rw [Finset.sum_mul]
        exact Finset.sum_le_sum fun j _ => mul_le_mul_of_nonneg_left (hold j) (h.nonneg j)
      have hdiv : (m + k) / k = m / k + 1 := Nat.add_div_right m hk
      have hcancel : ε / (1 - ∑ j, c j) * (1 - ∑ j, c j) = ε :=
        div_mul_cancel₀ _ hS1.ne'
      have htri := dist_triangle (x (m + k)) (G fun j => x (m + j)) p
      rw [hdiv, pow_succ]
      -- one further update gains a factor `S` and adds one error `ε`
      linarith [hx m]

/-- On a nonempty complete metric space, a history contraction with `k ≥ 1` has exactly one
self-consistent point, and every run converges to it. -/
theorem history_iteration_converges [CompleteSpace X] [Nonempty X] (hk : 0 < k)
    (h : IsHistoryContraction G c) :
    ∃ p, G (fun _ => p) = p ∧ (∀ q, G (fun _ => q) = q → q = p) ∧
      ∀ x, IsRun G x → Tendsto x atTop (𝓝 p) := by
  have hS0 : 0 ≤ ∑ j, c j := Finset.sum_nonneg fun j _ => h.nonneg j
  -- Banach's theorem on constant histories
  have hC : ContractingWith (⟨∑ j, c j, hS0⟩ : ℝ≥0) (fun x => G fun _ => x) :=
    ⟨h.sum_lt_one, LipschitzWith.of_dist_le_mul (dist_diagonal_le h)⟩
  obtain ⟨p, hp⟩ : ∃ p, G (fun _ => p) = p := ⟨_, hC.fixedPoint_isFixedPt⟩
  refine ⟨p, hp, fun q hq => ?_, fun x hx => ?_⟩
  · have := dist_le_residual h hp q
    rw [hq, dist_self, zero_div] at this
    exact dist_le_zero.1 this
  · -- exact updates: the error bound with `ε = 0` tends to zero
    have hb := error_le_of_inexact (ε := 0) (M := ∑ i ∈ Finset.range k, dist (x i) p)
      hk h hp (fun n => by rw [hx n, dist_self])
      (fun i hi => Finset.single_le_sum (f := fun i => dist (x i) p)
        (fun _ _ => dist_nonneg) (Finset.mem_range.2 hi))
    simp only [zero_div, add_zero] at hb
    have hdiv : Tendsto (fun n : ℕ => n / k) atTop atTop :=
      tendsto_atTop.2 fun b => eventually_atTop.2
        ⟨b * k, fun n hn => (Nat.le_div_iff_mul_le hk).2 hn⟩
    have hlim := ((tendsto_pow_atTop_nhds_zero_of_lt_one hS0 h.sum_lt_one).comp
      hdiv).const_mul (∑ i ∈ Finset.range k, dist (x i) p)
    rw [mul_zero] at hlim
    exact tendsto_iff_dist_tendsto_zero.2 (squeeze_zero (fun _ => dist_nonneg) hb hlim)

end Metric

section Mixing

variable {E : Type*} [NormedAddCommGroup E] [NormedSpace ℝ E]

/-- Mixing with fixed weights: the new iterate is the combination, with weights `w`, of the
outputs of `F` on the last `k` iterates. -/
def mixedMap (F : E → E) (w : Fin k → ℝ) (u : Fin k → E) : E :=
  ∑ j, w j • F (u j)

/-- Let `F` be Lipschitz with constant `L` on a complete normed space, and let the real
weights `w` have sum one and `L * ∑ |w j| < 1`. Then `F` has exactly one fixed point, and
every run of the mixed iteration converges to it. -/
theorem mixing_converges [CompleteSpace E] {F : E → E} {L : ℝ≥0} (hF : LipschitzWith L F)
    {w : Fin k → ℝ} (hw : ∑ j, w j = 1) (hL : L * ∑ j, |w j| < 1) :
    ∃ p, F p = p ∧ (∀ q, F q = q → q = p) ∧
      ∀ x, IsRun (mixedMap F w) x → Tendsto x atTop (𝓝 p) := by
  have hk : 0 < k := Nat.pos_of_ne_zero (by rintro rfl; simp at hw)
  have hdiag : ∀ p, mixedMap F w (fun _ => p) = F p := by
    intro p
    change ∑ j, w j • F p = F p
    rw [← Finset.sum_smul, hw, one_smul]
  have hc : IsHistoryContraction (mixedMap F w) (fun j => L * |w j|) := by
    refine ⟨fun j => by positivity, by rwa [← Finset.mul_sum], fun u v => ?_⟩
    unfold mixedMap
    rw [dist_eq_norm, ← Finset.sum_sub_distrib]
    refine (norm_sum_le _ _).trans (Finset.sum_le_sum fun j _ => ?_)
    rw [← smul_sub, norm_smul, Real.norm_eq_abs, ← dist_eq_norm]
    have := mul_le_mul_of_nonneg_left (hF.dist_le_mul (u j) (v j)) (abs_nonneg (w j))
    linarith
  obtain ⟨p, hp, huniq, hconv⟩ := history_iteration_converges hk hc
  exact ⟨p, (hdiag p).symm.trans hp, fun q hq => huniq q ((hdiag q).trans hq), hconv⟩

end Mixing

/-- The two-step update rule on the real line that returns half the difference of the older
and the newer iterate. -/
noncomputable def marginalMap (u : Fin 2 → ℝ) : ℝ := (u 0 - u 1) / 2

/-- Weights of sum exactly one do not suffice: `marginalMap` obeys the distance bound with
weights one half and one half and has zero as its only self-consistent point, but its run
`(-1) ^ n` has no limit. -/
theorem sum_lt_one_sharp :
    (∀ u v, dist (marginalMap u) (marginalMap v) ≤ ∑ j, (1 / 2 : ℝ) * dist (u j) (v j)) ∧
    (∀ p, marginalMap (fun _ => p) = p ↔ p = 0) ∧
    IsRun marginalMap (fun n => (-1) ^ n) ∧
    ¬ ∃ a : ℝ, Tendsto (fun n : ℕ => (-1 : ℝ) ^ n) atTop (𝓝 a) := by
  refine ⟨fun u v => ?_, fun p => ?_, fun n => ?_, ?_⟩
  · simp only [Fin.sum_univ_two, Real.dist_eq, marginalMap]
    rw [abs_le]
    constructor <;>
      linarith [neg_abs_le (u 0 - v 0), le_abs_self (u 0 - v 0),
        neg_abs_le (u 1 - v 1), le_abs_self (u 1 - v 1)]
  · unfold marginalMap
    constructor <;> intro h <;> linarith
  · change (-1 : ℝ) ^ (n + 2) = ((-1) ^ (n + 0) - (-1) ^ (n + 1)) / 2
    ring
  · rintro ⟨a, ha⟩
    obtain ⟨N, hN⟩ := Metric.tendsto_atTop.1 ha 1 one_pos
    -- a limit would lie at distance less than one from both `1` and `-1`
    have e1 : (-1 : ℝ) ^ (2 * N) = 1 := by
      rw [pow_mul]
      norm_num
    have e2 : (-1 : ℝ) ^ (2 * N + 1) = -1 := by
      rw [pow_succ, e1, one_mul]
    have h1 : dist ((-1 : ℝ) ^ (2 * N)) a < 1 := hN _ (by omega)
    have h2 : dist ((-1 : ℝ) ^ (2 * N + 1)) a < 1 := hN _ (by omega)
    rw [e1, Real.dist_eq, abs_lt] at h1
    rw [e2, Real.dist_eq, abs_lt] at h2
    linarith [h1.2, h2.1]

end HistoryDependentContraction
```

```lean
#print axioms HistoryDependentContraction.historyOrbit_spec
#print axioms HistoryDependentContraction.mixing_converges
#print axioms HistoryDependentContraction.sum_lt_one_sharp
```

```
'HistoryDependentContraction.historyOrbit_spec' depends on axioms: [propext, Quot.sound]
'HistoryDependentContraction.mixing_converges' depends on axioms: [propext, Classical.choice, Quot.sound]
'HistoryDependentContraction.sum_lt_one_sharp' depends on axioms: [propext, Classical.choice, Quot.sound]
```

## From constant histories to the limit

`dist_diagonal_le` is the contraction estimate for $g$, and `dist_le_residual` is the residual bound: it multiplies through by $1-S$ and lets `nlinarith` combine the triangle inequality with the contraction estimate.

In `history_iteration_converges`, the estimate for $g$ is packaged as `ContractingWith`, Mathlib's form of the hypothesis in Banach's theorem, and `fixedPoint_isFixedPt` returns $p$. Uniqueness is the residual bound with residual zero. For convergence, `error_le_of_inexact` is applied with `ε := 0` and with $M$ the sum of the first $k$ errors, which is at least as large as each of them. Since `n / k` tends to infinity, the power of $S$ tends to zero, and `squeeze_zero` carries this over to the distance.

`mixing_converges` checks the weights $L|w_j|$ through the norm estimate above, uses `hdiag` to identify $G(p,\dots,p)$ with $F(p)$, and then applies the general theorem. In the alternating example, a limit would have to lie at distance less than one from both $1$ and $-1$, which is impossible.

## Strong induction reaches back over the whole history

Ordinary induction would supply the error bound only at the step just before the current one, whereas an update with memory uses $k$ earlier errors. `Nat.strong_induction_on` supplies a hypothesis `ih` that gives the bound at every index smaller than `n`.

This principle has no separate base case, so the proof makes its own distinction with `lt_or_ge n k`. Below `k`, the assumption `hM` on the first errors suffices. Otherwise `n` is rewritten as `m + k`, and `ih` is called at `m + j` for each `j : Fin k`; the required inequality `m + j < m + k` follows from `j.isLt`. The intermediate result `hold` then replaces these $k$ different bounds by the common bound $B$, `hsum` takes the weighted sum, and `Nat.add_div_right` raises the exponent by one. The final `linarith` is the line $\varepsilon+SB=M S^{\lfloor m/k\rfloor+1}+\varepsilon/(1-S)$ of the derivation.
